# No Mott insulator below half filling in the one-parameter Gutzwiller energy

## Can a huge repulsion freeze a lightly doped band?

I describe a paramagnetic one-band Hubbard model by a single variational number, the double occupancy $d$ per site, and keep the uncorrelated kinetic gain $e$ fixed. At half filling, a large enough repulsion $U$ drives $d$ to zero, the hopping is renormalized to zero, and I get a Mott insulator. Now I remove a few electrons. If $U$ is enormous, shouldn't $d$ still hit zero at some finite $U$? And would the system then be insulating?

## Double occupancy gains like a square root and costs linearly

The site probabilities fix the range of $d$. Let $m$ be the density per spin, with $0<m<1/2$. A site is empty with probability $1-2m+d$, singly occupied with given spin with probability $m-d$, and doubly occupied with probability $d$, so $d$ runs over $[0,m]$. The energy per site is

$$E(d)=-e\,q(d)+U d,\qquad q(d)=\frac{(m-d)\left(\sqrt{1-2m+d}+\sqrt d\right)^2}{m(1-m)},$$

with $e>0$ and $U\ge 0$. Here $-e$ is the band energy per site of the uncorrelated state, measured from the site level, which is the mean energy of the whole band. The answer to both questions is no: every minimizer has $0<d\le m^2$ and $q(d)>(1-2m)/(1-m)>0$.

**Origin of $q$.** Take slave-boson amplitudes $a$ (empty), $p$ (single, each spin) and $b$ (double), with $a^2+2p^2+b^2=1$ and $p^2+b^2=m$. The Kotliar-Ruckenstein hopping factor is
$$z=\frac{ap+pb}{\sqrt{1-b^2-p^2}\,\sqrt{1-a^2-p^2}}=\frac{p(a+b)}{\sqrt{1-m}\,\sqrt m}.$$
With $d=b^2$, $p^2=m-d$ and $a^2=1-2m+d$, this gives $z^2=q(d)$.

**Upper bound.** Write $x=\sqrt{1-2m+d}$ and $y=\sqrt d$. Since $m=(m-d)+y^2$ and $1-m=(m-d)+x^2$,
$$m(1-m)\,(1-q)=(m-d)^2+x^2y^2-2(m-d)xy=\big((m-d)-xy\big)^2 .$$
So $q\le1$. Equality means $(m-d)^2=d(1-2m+d)$, which reduces to $d=m^2$; there $x=1-m$ and $y=m$, so equality does hold.

**Leaving $d=0$.** We have $q(0)=(1-2m)/(1-m)$. Let $s=\sqrt{1-2m}$ and try $d=t^2$ with $t=ems/(2(e+U))$. Then $0<t\le m/2$ and $t^2\le m/2$. Because $x\ge s$, we have $(x+t)^2\ge s^2+2st$, and hence
$$(m-t^2)(x+t)^2\ge ms^2+2mst-s^2t^2-2st^3\ge m(1-2m)+mst-t^2 .$$
Dividing by $m(1-m)\le1$ and using $emst=2(e+U)t^2$,
$$E(t^2)-E(0)\le-\frac{emst-(e+U)t^2}{m(1-m)}=-\frac{(e+U)t^2}{m(1-m)}<0 .$$

**Minimizers.** One exists because $E$ is continuous on a compact interval. It satisfies $E(d)<E(0)$, so $d>0$ and $e(q(d)-q(0))>Ud\ge0$. If $d>m^2$, then $q(d)<1=q(m^2)$ and the repulsion is no smaller, so $m^2$ would have lower energy.

**An example.** Take $m=3/8$, $e=1$, $U=10$. At $d=0$, $q=2/5$ and $E=-0.4$. At $d=(11/120)^2\approx0.0084$ the two roots are $61/120$ and $11/120$, with sum $3/5$, so $q\approx0.563$ and $E\approx-0.479$. At half filling with the same $e$, this $U$ would already exceed the critical value $8e$.

In the file, `bandFactor m d` is $q$ and `energy m e U d` is $E$. `Icc 0 m` is the interval $[0,m]$, and `IsMinOn (energy m e U) (Icc 0 m) d` says that no point of it has lower energy than $d$. The theorem `no_mott_insulator_away_from_half_filling` states existence and the three inequalities for every minimizer. "No Mott insulator" means here that the band factor stays positive; magnetic order, charge order and phase separation are absent from the model, and the energy is that of the Gutzwiller approximation, not the exact ground-state energy of the Hubbard model.

In Lean 4 with Mathlib:

```lean
import Mathlib

open Set

namespace DopedGutzwiller

noncomputable section

/-- The Gutzwiller band factor at density `m` per spin and double occupancy `d`,
for `0 < m < 1`, `0 ≤ d ≤ m` and `0 ≤ 1 - 2 * m + d`. -/
def bandFactor (m d : ℝ) : ℝ :=
  (m - d) * (√(1 - 2 * m + d) + √d) ^ 2 / (m * (1 - m))

/-- The energy per site: minus the kinetic gain `e` times the band factor, plus the repulsion `U`
times the double occupancy, on the domain of the band factor. -/
def energy (m e U d : ℝ) : ℝ := -e * bandFactor m d + U * d

/-- For nonnegative empty and double amplitudes `a`, `b` and single amplitude `p`, normalized
and at density `0 < m < 1` per spin, the band factor is the square of the
Kotliar-Ruckenstein hopping factor `z`. -/
theorem bandFactor_eq_sq_hopping {m a p b z : ℝ} (hm : 0 < m) (hm1 : m < 1)
    (ha : 0 ≤ a) (hb : 0 ≤ b) (hnorm : a ^ 2 + 2 * p ^ 2 + b ^ 2 = 1)
    (hfill : p ^ 2 + b ^ 2 = m)
    (hz : √(1 - b ^ 2 - p ^ 2) * z * √(1 - a ^ 2 - p ^ 2) = a * p + p * b) :
    bandFactor m (b ^ 2) = z ^ 2 := by
  have hP : 0 < m * (1 - m) := mul_pos hm (by linarith)
  have h1 : (√(1 - m)) ^ 2 = 1 - m := Real.sq_sqrt (by linarith)
  have h2 : (√m) ^ 2 = m := Real.sq_sqrt hm.le
  -- the constraints turn the two normalizing roots into those of 1 - m and m
  rw [show 1 - b ^ 2 - p ^ 2 = 1 - m by linarith,
    show 1 - a ^ 2 - p ^ 2 = m by linarith] at hz
  unfold bandFactor
  rw [show 1 - 2 * m + b ^ 2 = a ^ 2 by linarith, Real.sqrt_sq ha, Real.sqrt_sq hb,
    show m - b ^ 2 = p ^ 2 by linarith, div_eq_iff hP.ne']
  calc p ^ 2 * (a + b) ^ 2 = (a * p + p * b) ^ 2 := by ring
    _ = (√(1 - m)) ^ 2 * z ^ 2 * (√m) ^ 2 := by rw [← hz]; ring
    _ = z ^ 2 * (m * (1 - m)) := by rw [h1, h2]; ring

/-- For `0 < m < 1` and nonnegative double and empty occupancies, the band factor is at
most one, and it equals one exactly at the uncorrelated double occupancy `m ^ 2`. -/
theorem bandFactor_le_one {m d : ℝ} (hm : 0 < m) (hm1 : m < 1) (hd : 0 ≤ d)
    (h0 : 0 ≤ 1 - 2 * m + d) :
    bandFactor m d ≤ 1 ∧ (bandFactor m d = 1 ↔ d = m ^ 2) := by
  have hP : 0 < m * (1 - m) := mul_pos hm (by linarith)
  have hx := Real.sq_sqrt h0
  have hy := Real.sq_sqrt hd
  -- the deficit of the band factor is a perfect square
  have h : 1 - bandFactor m d =
      ((m - d) - √(1 - 2 * m + d) * √d) ^ 2 / (m * (1 - m)) := by
    unfold bandFactor
    rw [eq_div_iff hP.ne', sub_mul, div_mul_cancel₀ _ hP.ne']
    linear_combination (-(m - d) - (√d) ^ 2) * hx + (-(m - d) - (1 - 2 * m + d)) * hy
  refine ⟨?_, fun hq => ?_, fun hdm => ?_⟩
  · have := div_nonneg (sq_nonneg ((m - d) - √(1 - 2 * m + d) * √d)) hP.le
    linarith
  · rw [hq, sub_self] at h
    have hs : (m - d) - √(1 - 2 * m + d) * √d = 0 := by
      rcases div_eq_zero_iff.mp h.symm with h' | h'
      · exact (pow_eq_zero_iff two_ne_zero).mp h'
      · exact absurd h' hP.ne'
    linear_combination (-(√d) ^ 2) * hx - (1 - 2 * m + d) * hy
      - (m - d + √(1 - 2 * m + d) * √d) * hs
  · have hr : √(1 - 2 * m + m ^ 2) = 1 - m := by
      rw [show 1 - 2 * m + m ^ 2 = (1 - m) ^ 2 by ring]
      exact Real.sqrt_sq (by linarith)
    rw [hdm]
    unfold bandFactor
    rw [hr, Real.sqrt_sq hm.le, div_eq_iff hP.ne']
    ring

/-- Without double occupancy, at density `0 < m ≤ 1/2` per spin, the band factor is
`(1 - 2 * m) / (1 - m)`. -/
theorem bandFactor_zero {m : ℝ} (hm : 0 < m) (hm2 : m ≤ 1 / 2) :
    bandFactor m 0 = (1 - 2 * m) / (1 - m) := by
  unfold bandFactor
  simp only [add_zero, sub_zero, Real.sqrt_zero]
  rw [Real.sq_sqrt (by linarith), mul_div_mul_left _ _ hm.ne']

/-- For `0 < m < 1/2`, `e > 0` and `U ≥ 0`, some allowed double occupancy has lower energy
than the state without double occupancy. -/
theorem exists_energy_lt_zero_occupancy {m e U : ℝ} (hm : 0 < m) (hm2 : m < 1 / 2)
    (he : 0 < e) (hU : 0 ≤ U) :
    ∃ d ∈ Icc 0 m, energy m e U d < energy m e U 0 := by
  have h1m : 0 < 1 - m := by linarith
  have hP : 0 < m * (1 - m) := mul_pos hm h1m
  obtain ⟨s, hs⟩ : ∃ s, s = √(1 - 2 * m) := ⟨_, rfl⟩
  have hs0 : 0 < s := by rw [hs]; exact Real.sqrt_pos.mpr (by linarith)
  have hs2 : s ^ 2 = 1 - 2 * m := by rw [hs]; exact Real.sq_sqrt (by linarith)
  have hs1 : s ≤ 1 := by nlinarith
  have hD : 0 < 2 * (e + U) := by linarith
  -- trial double occupancy t ^ 2: the gain is linear in t, the cost quadratic
  obtain ⟨t, ht⟩ : ∃ t, t = e * m * s / (2 * (e + U)) := ⟨_, rfl⟩
  have ht0 : 0 < t := by rw [ht]; positivity
  have hte : t * (2 * (e + U)) = e * m * s := by rw [ht, div_mul_cancel₀ _ hD.ne']
  have htm : t ≤ m / 2 := by
    rw [ht, div_le_iff₀ hD]
    nlinarith [mul_nonneg hm.le hU, mul_nonneg (mul_pos he hm).le (sub_nonneg.mpr hs1)]
  have htt : t ^ 2 ≤ m / 2 := by nlinarith
  have hsx : s ≤ √(1 - 2 * m + t ^ 2) := by
    rw [hs]; exact Real.sqrt_le_sqrt (by linarith [sq_nonneg t])
  have h0 : (s + t) ^ 2 ≤ (√(1 - 2 * m + t ^ 2) + t) ^ 2 :=
    pow_le_pow_left₀ (by linarith) (by linarith) 2
  have h1 : 1 - 2 * m + 2 * s * t ≤ (√(1 - 2 * m + t ^ 2) + t) ^ 2 := by
    refine le_trans ?_ h0
    linarith [sq_nonneg t, show (s + t) ^ 2 = s ^ 2 + 2 * s * t + t ^ 2 by ring]
  have h2 : m * (1 - 2 * m) + m * s * t - t ^ 2 ≤
      (m - t ^ 2) * (√(1 - 2 * m + t ^ 2) + t) ^ 2 := by
    refine le_trans ?_ (mul_le_mul_of_nonneg_left h1 (by linarith))
    nlinarith [mul_nonneg (mul_pos hs0 ht0).le (sub_nonneg.mpr htt),
      mul_nonneg hm.le (sq_nonneg t)]
  have hq : bandFactor m (t ^ 2) * (m * (1 - m)) =
      (m - t ^ 2) * (√(1 - 2 * m + t ^ 2) + t) ^ 2 := by
    unfold bandFactor
    rw [Real.sqrt_sq ht0.le, div_mul_cancel₀ _ hP.ne']
  have hq0 : bandFactor m 0 * (m * (1 - m)) = m * (1 - 2 * m) := by
    rw [bandFactor_zero hm hm2.le, div_mul_eq_mul_div, div_eq_iff h1m.ne']
    ring
  rw [← hq, ← hq0] at h2
  have h3 := mul_le_mul_of_nonneg_left h2 he.le
  have h4 : e * (m * s * t) = 2 * (e + U) * t ^ 2 := by linear_combination (-t) * hte
  have h5 : U * t ^ 2 * (m * (1 - m)) ≤ U * t ^ 2 :=
    mul_le_of_le_one_right (by positivity) (by nlinarith)
  have h6 : 0 < e * t ^ 2 := by positivity
  have h7 : 0 ≤ U * t ^ 2 := by positivity
  refine ⟨t ^ 2, ⟨sq_nonneg t, by linarith⟩, lt_of_mul_lt_mul_right ?_ hP.le⟩
  unfold energy
  linarith

/-- For `0 < m < 1/2`, `e > 0` and `U ≥ 0` the energy has a minimizer, and every minimizer has
double occupancy in `(0, m ^ 2]` and band factor above `(1 - 2 * m) / (1 - m)`. -/
theorem no_mott_insulator_away_from_half_filling {m e U : ℝ} (hm : 0 < m)
    (hm2 : m < 1 / 2) (he : 0 < e) (hU : 0 ≤ U) :
    (∃ d ∈ Icc 0 m, IsMinOn (energy m e U) (Icc 0 m) d) ∧
    ∀ d ∈ Icc 0 m, IsMinOn (energy m e U) (Icc 0 m) d →
      0 < d ∧ d ≤ m ^ 2 ∧ (1 - 2 * m) / (1 - m) < bandFactor m d := by
  constructor
  · have hc : Continuous (energy m e U) := by
      unfold energy bandFactor
      fun_prop
    exact isCompact_Icc.exists_isMinOn ⟨0, le_refl 0, hm.le⟩ hc.continuousOn
  intro d hd hmin
  obtain ⟨t, htI, hlt⟩ := exists_energy_lt_zero_occupancy hm hm2 he hU
  have hE : energy m e U d < energy m e U 0 :=
    lt_of_le_of_lt (isMinOn_iff.mp hmin t htI) hlt
  refine ⟨lt_of_le_of_ne hd.1 ?_, ?_, ?_⟩
  · intro h
    rw [← h] at hE
    exact lt_irrefl _ hE
  · -- beyond m ^ 2 the kinetic energy is higher and the repulsive energy is no lower
    by_contra hcon
    have hgt : m ^ 2 < d := lt_of_not_ge hcon
    obtain ⟨hle, hiff⟩ := bandFactor_le_one hm (by linarith) hd.1 (by linarith [hd.1])
    have hq : bandFactor m d < 1 := lt_of_le_of_ne hle fun h => hgt.ne' (hiff.mp h)
    have hq1 : bandFactor m (m ^ 2) = 1 :=
      (bandFactor_le_one hm (by linarith) (sq_nonneg m)
        (by linarith [sq_nonneg m])).2.mpr rfl
    have hcmp := isMinOn_iff.mp hmin (m ^ 2) ⟨sq_nonneg m, by nlinarith⟩
    unfold energy at hcmp
    rw [hq1] at hcmp
    nlinarith [mul_pos he (sub_pos.mpr hq), mul_nonneg hU (sub_pos.mpr hgt).le]
  · rw [← bandFactor_zero hm hm2.le]
    refine lt_of_mul_lt_mul_left ?_ he.le
    unfold energy at hE
    linarith [mul_nonneg hU hd.1]

/-- For `0 < m < 1/2`, `e > 0` and `U > 0`, the double occupancy of a minimizer is at most
`e * m / ((1 - m) * U)`. -/
theorem double_occupancy_le {m e U d : ℝ} (hm : 0 < m) (hm2 : m < 1 / 2) (he : 0 < e)
    (hU : 0 < U) (hd : d ∈ Icc 0 m) (hmin : IsMinOn (energy m e U) (Icc 0 m) d) :
    d ≤ e * m / ((1 - m) * U) := by
  have h1m : 0 < 1 - m := by linarith
  have hcmp := isMinOn_iff.mp hmin 0 ⟨le_refl 0, hm.le⟩
  have hle := (bandFactor_le_one hm (by linarith) hd.1 (by linarith [hd.1])).1
  have hq0 : e * (bandFactor m 0 * (1 - m)) = e * (1 - 2 * m) := by
    rw [bandFactor_zero hm hm2.le, div_mul_cancel₀ _ h1m.ne']
  unfold energy at hcmp
  rw [le_div_iff₀ (mul_pos h1m hU)]
  have h1 := mul_le_mul_of_nonneg_right hcmp h1m.le
  have h2 := mul_nonneg (mul_nonneg he.le (sub_nonneg.mpr hle)) h1m.le
  linarith

/-- At half filling and for `d ≥ 0` the band factor is `8 * d * (1 - 2 * d)`. -/
theorem bandFactor_half {d : ℝ} (hd : 0 ≤ d) :
    bandFactor (1 / 2) d = 8 * d * (1 - 2 * d) := by
  have hy := Real.sq_sqrt hd
  unfold bandFactor
  rw [show (1 : ℝ) - 2 * (1 / 2) + d = d by ring]
  linear_combination 8 * (1 - 2 * d) * hy

/-- Brinkman-Rice transition: at half filling with `e > 0`, the state without double
occupancy minimizes the energy exactly when `U ≥ 8 * e`. -/
theorem brinkman_rice {e U : ℝ} (he : 0 < e) :
    IsMinOn (energy (1 / 2) e U) (Icc 0 (1 / 2)) 0 ↔ 8 * e ≤ U := by
  have hE : ∀ d : ℝ, 0 ≤ d →
      energy (1 / 2) e U d = d * (U - 8 * e + 16 * e * d) := by
    intro d hd
    unfold energy
    rw [bandFactor_half hd]
    ring
  rw [isMinOn_iff]
  constructor
  · intro h
    by_contra hcon
    have hlt : U < 8 * e := lt_of_not_ge hcon
    rcases le_total U 0 with hU | hU
    · have h1 := h (1 / 4) ⟨by norm_num, by norm_num⟩
      rw [hE 0 le_rfl, hE (1 / 4) (by norm_num)] at h1
      linarith
    · -- the quadratic energy is negative at its stationary point
      obtain ⟨d, hd⟩ : ∃ d, d = (8 * e - U) / (32 * e) := ⟨_, rfl⟩
      have hd0 : 0 < d := by rw [hd]; exact div_pos (by linarith) (by linarith)
      have hd1 : d ≤ 1 / 2 := by
        rw [hd, div_le_iff₀ (by linarith)]
        linarith
      have hde : d * (32 * e) = 8 * e - U := by
        rw [hd, div_mul_cancel₀ _ (by linarith : (0 : ℝ) < 32 * e).ne']
      have h1 := h d ⟨hd0.le, hd1⟩
      rw [hE 0 le_rfl, hE d hd0.le] at h1
      have h2 : U - 8 * e + 16 * e * d < 0 := by linarith
      linarith [mul_neg_of_pos_of_neg hd0 h2]
  · intro h d hd
    rw [hE 0 le_rfl, hE d hd.1, zero_mul]
    have h1 : 0 ≤ 16 * e * d := mul_nonneg (by linarith) hd.1
    exact mul_nonneg hd.1 (by linarith)

end

end DopedGutzwiller
```

```lean
#print axioms DopedGutzwiller.bandFactor_eq_sq_hopping
#print axioms DopedGutzwiller.no_mott_insulator_away_from_half_filling
#print axioms DopedGutzwiller.double_occupancy_le
#print axioms DopedGutzwiller.brinkman_rice
```

```
'DopedGutzwiller.bandFactor_eq_sq_hopping' depends on axioms: [propext, Classical.choice, Quot.sound]
'DopedGutzwiller.no_mott_insulator_away_from_half_filling' depends on axioms: [propext, Classical.choice, Quot.sound]
'DopedGutzwiller.double_occupancy_le' depends on axioms: [propext, Classical.choice, Quot.sound]
'DopedGutzwiller.brinkman_rice' depends on axioms: [propext, Classical.choice, Quot.sound]
```

`bandFactor_eq_sq_hopping` substitutes the constraints into the definition of $z$, stated without division. In `bandFactor_le_one`, `linear_combination` verifies the perfect square from $x^2=1-2m+d$ and $y^2=d$. `bandFactor_zero` supplies $q(0)$.

The trial state is in `exists_energy_lt_zero_occupancy`: `h1` and `h2` are the two lower bounds above, `h4` is the choice of $t$, and `lt_of_mul_lt_mul_right` removes the common factor $m(1-m)$. The main theorem gets existence from `isCompact_Icc.exists_isMinOn`, then compares a minimizer with the trial state and, by contradiction, with $m^2$.

For $U>0$, `double_occupancy_le` compares with $d=0$: $Ud\le e(q(d)-q(0))\le em/(1-m)$. In the example this gives $d\le0.06$. The bound is not sharp: at fixed $m$ and $e$, the square-root gain makes the minimizing $d$ fall as $1/U^2$ for large $U$.

At half filling the empty and double occupancies coincide, and `bandFactor_half` gives $q=8d(1-2d)$, which is linear at small $d$. Then $E=d(U-8e+16ed)$, and `brinkman_rice` shows that $d=0$ is a minimizer exactly when $U\ge8e$. For $0\le U<8e$ the proof tests $d=(8e-U)/(32e)$, and for $U\le0$ it tests $d=1/4$; both energies are negative.

The same argument handles $m>1/2$ after exchanging particles and holes. Replacing $m$ by $1-m$ and $d$ by $1-2m+d$ leaves $q$ unchanged and shifts $E$ by a constant, so for $1/2<m<1$ minimizers on $[2m-1,m]$ satisfy $2m-1<d\le m^2$ and $q>(2m-1)/m$.

For simulation practice with this one-band, one-parameter energy, the bound is a simple test: a solver that reports $q\le(1-2m)/(1-m)$ at $0<m<1/2$ has not found the minimum.
